# Onsager reaction correction for a spin pair: unit on-site susceptibility and \(c > |K|\) fix \(c = (1+\sqrt{1+4K^2})/2\)

The susceptibility of the spins is not computed from a partition function here. It is defined as the inverse of a matrix \(c\,\mathbb 1 - J\), with one real number \(c\) left free and shared by all spins. The form comes from mean-field theory. Let \(m_i\) be the mean value of the Ising spin \(s_i = \pm 1\), \(h_i\) the applied field and \(J_{ij}\) the couplings, the last two in units of \(k_BT\). Part of the field that the neighbours exert on spin \(i\) was induced by spin \(i\) itself, and the reaction correction subtracts it as \(\lambda m_i\) with a constant \(\lambda\):
\[ m_i = \tanh\Big(h_i + \sum_j J_{ij} m_j - \lambda m_i\Big). \]
Linearising about \(m = 0\) gives \((c\,\mathbb 1 - J)\,m = h\) with \(c = 1 + \lambda\), so the response matrix is \(\chi = (c\,\mathbb 1 - J)^{-1}\). Naive mean field is \(c = 1\).

The strength \(\lambda\) is not obtained from Onsager's cavity argument. It is fixed by the postulate \(\chi_{ii} = 1\), which stands for the fluctuation-dissipation relation \(\chi_{ij} = \langle s_i s_j\rangle\) at zero magnetisation together with \(s_i^2 = 1\). The setting is classical spins in zero field, in the unmagnetised state, at a finite number of sites. The counter-examples and the values quoted at \(K = \pm 2/3\) are added arithmetic and are not among the Lean theorems.

```lean
import Mathlib

open Matrix

namespace OnsagerReaction

noncomputable section
```

The kernel \(c\,\mathbb 1 - J\) is `mfKernel c J`, with the type `n` labelling the sites.

```lean
/-- Inverse-susceptibility kernel `c·1 - J` of spins with couplings `J` and diagonal term `c`. -/
def mfKernel {n : Type*} [DecidableEq n] (c : ℝ) (J : Matrix n n ℝ) : Matrix n n ℝ :=
  c • (1 : Matrix n n ℝ) - J
```

For a pair the sites are \(0\) and \(1\), and the single dimensionless coupling is \(K\), ferromagnetic for \(K > 0\). The coupling matrix and the kernel are both written out explicitly.

```lean
/-- Coupling matrix of two spins with dimensionless coupling `K`. -/
def pairCoupling (K : ℝ) : Matrix (Fin 2) (Fin 2) ℝ := !![0, K; K, 0]

/-- Inverse-susceptibility kernel of a spin pair with diagonal term `c` and coupling `K`. -/
def pairKernel (c K : ℝ) : Matrix (Fin 2) (Fin 2) ℝ := !![c, -K; -K, c]
```

The candidate value \(c_0 = (1+\sqrt{1+4K^2})/2\) is `onsagerShift K`. It is the whole diagonal term, so the reaction strength is \(\lambda = c_0 - 1\).

```lean
/-- Reaction-corrected diagonal term `(1 + √(1 + 4K²)) / 2`. -/
def onsagerShift (K : ℝ) : ℝ := (1 + Real.sqrt (1 + 4 * K ^ 2)) / 2
```

For comparison, the exact correlation of two Ising spins \(s, s'\) with weight \(e^{Kss'}\) is defined by its Boltzmann sum over four configurations. In `spin` the index runs over the two spin values, not over sites.

```lean
/-- The two values `+1`, `-1` of an Ising spin. -/
def spin : Fin 2 → ℝ := ![1, -1]

/-- Thermal average of `s₀ s₁` for an Ising pair with Boltzmann weight `exp (K s₀ s₁)`. -/
def isingPairCorr (K : ℝ) : ℝ :=
  (∑ a, ∑ b, spin a * spin b * Real.exp (K * (spin a * spin b))) /
    ∑ a, ∑ b, Real.exp (K * (spin a * spin b))
```

## (a) The root \(c_0\) and its bounds

Show that for every real \(K\), \(c_0^2 - c_0 = K^2\), \(1 \le c_0 \le 1 + K^2\) and \(|K| < c_0\).

Put \(r = \sqrt{1+4K^2}\), so that \(r^2 = 1 + 4K^2\) and \(r \ge 1\). Then
\[ c_0(c_0 - 1) = \frac{(r+1)(r-1)}{4} = \frac{r^2-1}{4} = K^2, \]
and \(r \ge 1\) gives \(c_0 \ge 1\). Substituting for \(K^2\),
\[ 1 + K^2 - c_0 = c_0^2 - 2c_0 + 1 = (c_0-1)^2 \ge 0. \]
Finally \(K^2 = c_0^2 - c_0 < c_0^2\) with \(c_0 > 0\), so \(|K| < c_0\). At \(K = 2/3\), \(r = 5/3\) and \(c_0 = 4/3\).

In Lean `hs` is the equation for \(r^2\), `linear_combination (1 / 4) * hs` yields the quadratic, the square \((c_0-1)^2\) is the hint passed to `nlinarith`, and `abs_lt_of_sq_lt_sq` takes the last root.

```lean
/-- The corrected diagonal term solves `c² - c = K²`, lies between `1` and `1 + K²`,
and exceeds `|K|`. -/
theorem onsagerShift_spec (K : ℝ) :
    onsagerShift K ^ 2 - onsagerShift K = K ^ 2 ∧ 1 ≤ onsagerShift K ∧
      onsagerShift K ≤ 1 + K ^ 2 ∧ |K| < onsagerShift K := by
  have hs : Real.sqrt (1 + 4 * K ^ 2) ^ 2 = 1 + 4 * K ^ 2 := Real.sq_sqrt (by positivity)
  have h0 : 0 ≤ Real.sqrt (1 + 4 * K ^ 2) := Real.sqrt_nonneg _
  have h1 : 1 ≤ Real.sqrt (1 + 4 * K ^ 2) := by
    by_contra h
    have h' := not_le.mp h
    nlinarith [sq_nonneg K, mul_nonneg h0 (sub_nonneg.mpr h'.le)]
  have hq : onsagerShift K ^ 2 - onsagerShift K = K ^ 2 := by
    unfold onsagerShift
    linear_combination (1 / 4) * hs
  have hc : 1 ≤ onsagerShift K := by
    unfold onsagerShift
    linarith
  refine ⟨hq, hc, by nlinarith [sq_nonneg (onsagerShift K - 1)], ?_⟩
  exact abs_lt_of_sq_lt_sq (by linarith) (by linarith)
```

## (b) Inverting the kernel when \(J^2 = K^2\,\mathbb 1\)

Let \(J\) be a real square matrix on finitely many sites with \(J^2 = K^2\,\mathbb 1\), and let \(c^2 \ne K^2\). Show that \(c\,\mathbb 1 - J\) has nonzero determinant and find its inverse.

The identity commutes with \(J\), so
\[ (c\,\mathbb 1 - J)(c\,\mathbb 1 + J) = c^2\,\mathbb 1 - J^2 = (c^2 - K^2)\,\mathbb 1. \]
Dividing by \(c^2 - K^2\) produces a right inverse, which for a square matrix is the inverse:
\[ \chi = \frac{c\,\mathbb 1 + J}{c^2 - K^2}. \]
The two determinants multiply to \(1\), so that of the kernel is not zero.

The hypothesis `hJ` is assumed, not derived from a lattice; it holds for the pair but is restrictive for larger systems. Symmetry of \(J\) is not required. Mathlib assigns the zero matrix as the inverse of a singular matrix, and the determinant claim shows that `⁻¹` is the true inverse in this range. The difference of squares is `hsq`, the division is `hmul`, and `Matrix.inv_eq_right_inv` identifies the inverse.

```lean
/-- If `J² = K²·1` and `c² ≠ K²`, the kernel `c·1 - J` is nonsingular and its inverse is
`(c·1 + J) / (c² - K²)`. -/
theorem mfKernel_inv {n : Type*} [Fintype n] [DecidableEq n] {J : Matrix n n ℝ} {K c : ℝ}
    (hJ : J * J = K ^ 2 • (1 : Matrix n n ℝ)) (hc : c ^ 2 ≠ K ^ 2) :
    (mfKernel c J).det ≠ 0 ∧
      (mfKernel c J)⁻¹ = (c ^ 2 - K ^ 2)⁻¹ • (c • (1 : Matrix n n ℝ) + J) := by
  -- difference of squares
  have hsq : mfKernel c J * (c • (1 : Matrix n n ℝ) + J)
      = (c ^ 2 - K ^ 2) • (1 : Matrix n n ℝ) := by
    simp only [mfKernel, sub_mul, mul_add, smul_mul_assoc, mul_smul_comm, one_mul, mul_one, hJ]
    module
  have hmul : mfKernel c J * ((c ^ 2 - K ^ 2)⁻¹ • (c • (1 : Matrix n n ℝ) + J)) = 1 := by
    rw [mul_smul_comm, hsq, smul_smul, inv_mul_cancel₀ (sub_ne_zero.mpr hc), one_smul]
  refine ⟨?_, Matrix.inv_eq_right_inv hmul⟩
  have hd := congrArg Matrix.det hmul
  rw [Matrix.det_mul, Matrix.det_one] at hd
  exact left_ne_zero_of_mul_eq_one hd
```

## (c) The on-site susceptibility

With \(J_{ii} = 0\) for all \(i\) in addition, show that \(\chi_{ii} = c/(c^2 - K^2)\) at every site.

The diagonal entry of the result of (b) is \((c + J_{ii})/(c^2 - K^2)\), and \(J_{ii} = 0\). The hypothesis `hdiag` says that no spin couples to itself, so every on-site term sits in \(c\). The proof rewrites with (b) and reads off the entry.

```lean
/-- If `J` has zero diagonal, `J² = K²·1` and `c² ≠ K²`, every on-site susceptibility
equals `c / (c² - K²)`. -/
theorem mfKernel_inv_diag {n : Type*} [Fintype n] [DecidableEq n] {J : Matrix n n ℝ} {K c : ℝ}
    (hJ : J * J = K ^ 2 • (1 : Matrix n n ℝ)) (hdiag : ∀ i, J i i = 0) (hc : c ^ 2 ≠ K ^ 2)
    (i : n) : (mfKernel c J)⁻¹ i i = c / (c ^ 2 - K ^ 2) := by
  rw [(mfKernel_inv hJ hc).2]
  simp only [Matrix.smul_apply, Matrix.add_apply, Matrix.one_apply_eq, smul_eq_mul, mul_one,
    hdiag i, add_zero]
  rw [div_eq_inv_mul]
```

## (d) One admissible \(c\) for any such coupling matrix

Assume at least one site, \(J^2 = K^2\,\mathbb 1\) and zero diagonal. Show that a real \(c\) satisfies both \(|K| < c\) and \(\chi_{ii} = 1\) for all \(i\) if and only if \(c = c_0\), and that at \(c_0\) the susceptibility is \(\mathbb 1 + J/c_0\).

Suppose \(|K| < c\). Then \(c > 0\) and \(c^2 > K^2\), so (c) applies, and unit diagonal at any one site means \(c = c^2 - K^2\). Subtracting the same quadratic for \(c_0\),
\[ 0 = (c^2 - c) - (c_0^2 - c_0) = (c - c_0)(c + c_0 - 1). \]
The second factor is positive because \(c > 0\) and \(c_0 \ge 1\), so \(c = c_0\). Conversely (a) gives \(|K| < c_0\) and \(c_0^2 - K^2 = c_0\), so \(\chi_{ii} = c_0/c_0 = 1\), and (b) gives \(\chi = (c_0\,\mathbb 1 + J)/c_0\).

`Nonempty n` supplies the site at which the condition is read; with no sites it would say nothing. A single site forces \(J = 0\) and \(K = 0\), and then \(c_0 = 1\). The factorisation is `hf`, `mul_eq_zero` splits it, and `linarith` closes the first branch and refutes the second. The identity \(c_0^2 - K^2 = c_0\) is `hd`.

Without zero diagonal, \(J = K\,\mathbb 1\) still squares to \(K^2\,\mathbb 1\), but \(\chi_{ii} = 1/(c - K)\) equals one at \(c = 5/3\) for \(K = 2/3\), not at \(4/3\). Without \(J^2 = K^2\,\mathbb 1\), take the open chain of sites \(0, 1, 2\) with nearest-neighbour coupling \(K \ne 0\): the end and middle susceptibilities have a common denominator and numerators \(c^2 - K^2\) and \(c^2\), so no single \(c\) makes both equal to one.

```lean
/-- For couplings with zero diagonal and `J² = K²·1`: `c > |K|` with unit on-site
susceptibilities holds exactly for `c = (1 + √(1 + 4K²)) / 2`, and the susceptibility matrix
is then `1 + J / c`. -/
theorem onsager_reaction_general {n : Type*} [Fintype n] [DecidableEq n] [Nonempty n]
    {J : Matrix n n ℝ} {K : ℝ} (hJ : J * J = K ^ 2 • (1 : Matrix n n ℝ))
    (hdiag : ∀ i, J i i = 0) :
    (∀ c, (|K| < c ∧ ∀ i, (mfKernel c J)⁻¹ i i = 1) ↔ c = onsagerShift K) ∧
      (mfKernel (onsagerShift K) J)⁻¹ = 1 + (onsagerShift K)⁻¹ • J := by
  obtain ⟨hq, h1, -, habs⟩ := onsagerShift_spec K
  have hne : onsagerShift K ^ 2 ≠ K ^ 2 := ne_of_gt (by linarith)
  have h0 : onsagerShift K ≠ 0 := ne_of_gt (by linarith)
  have hd : onsagerShift K ^ 2 - K ^ 2 = onsagerShift K := by linarith
  refine ⟨fun c => ⟨?_, ?_⟩, ?_⟩
  · rintro ⟨hc, hi⟩
    have hlt : K ^ 2 < c ^ 2 := sq_lt_sq' (abs_lt.mp hc).1 (abs_lt.mp hc).2
    have hpos : 0 < c := lt_of_le_of_lt (abs_nonneg K) hc
    have h := hi (Classical.arbitrary n)
    rw [mfKernel_inv_diag hJ hdiag hlt.ne', div_eq_one_iff_eq (sub_ne_zero.mpr hlt.ne')] at h
    -- both numbers solve the same quadratic; the second factor is positive
    have hf : (c - onsagerShift K) * (c + onsagerShift K - 1) = 0 := by
      linear_combination -h - hq
    rcases mul_eq_zero.mp hf with h2 | h2 <;> linarith
  · rintro rfl
    refine ⟨habs, fun i => ?_⟩
    rw [mfKernel_inv_diag hJ hdiag hne, hd, div_self h0]
  · rw [(mfKernel_inv hJ hne).2, hd, smul_add, smul_smul, inv_mul_cancel₀ h0, one_smul]
```

## (e) The pair meets the assumptions

Show that the pair coupling squares to \(K^2\,\mathbb 1\), has zero diagonal, and reproduces the explicit kernel.

Multiplying out,
\[ \begin{pmatrix} 0 & K \\ K & 0 \end{pmatrix}^2 = \begin{pmatrix} K^2 & 0 \\ 0 & K^2 \end{pmatrix}, \]
and \(c\,\mathbb 1 - J\) has \(c\) on the diagonal and \(-K\) off it. `fin_cases` runs through the entries.

```lean
/-- The pair coupling squares to `K²·1`, has zero diagonal, and its kernel is the pair kernel. -/
theorem pairCoupling_witness (K : ℝ) :
    pairCoupling K * pairCoupling K = K ^ 2 • (1 : Matrix (Fin 2) (Fin 2) ℝ) ∧
      (∀ i, pairCoupling K i i = 0) ∧ ∀ c, pairKernel c K = mfKernel c (pairCoupling K) := by
  refine ⟨?_, ?_, fun c => ?_⟩
  · ext i j
    fin_cases i <;> fin_cases j <;>
      simp [pairCoupling, Matrix.mul_apply, Fin.sum_univ_two, pow_two]
  · intro i
    fin_cases i <;> simp [pairCoupling]
  · ext i j
    fin_cases i <;> fin_cases j <;> simp [pairKernel, mfKernel, pairCoupling]
```

## (f) The corrected susceptibility of the pair

Show that for every real \(K\) exactly one \(c > |K|\) gives the inverse of the pair kernel unit diagonal, namely \(c_0\), and that the off-diagonal entries are then \(K/c_0\).

By (e), part (d) applies. Its first statement carries over unchanged, and its second reads
\[ \chi = \mathbb 1 + \frac{J}{c_0} = \begin{pmatrix} 1 & K/c_0 \\ K/c_0 & 1 \end{pmatrix}. \]
The equivalence is stated for all `c`: right to left it says that \(c_0\) works, left to right that nothing else does. Under the fluctuation-dissipation reading \(K/c_0\) is the predicted \(\langle s_0 s_1 \rangle\), equal to \(1/2\) at \(K = 2/3\). The proof passes the first two facts of (e) to `onsager_reaction_general`, uses the third to rewrite the pair kernel as `mfKernel`, and compares entries.

Uniqueness depends on \(c > |K|\). At \(K = 2/3\) the quadratic \(c^2 - c = 4/9\) has the second root \(c = -1/3\), where \(c^2 - K^2 = -1/3\) and (b) gives
\[ \chi = \begin{pmatrix} 1 & -2 \\ -2 & 1 \end{pmatrix}. \]
The diagonal is again one, but \(-2\) is not a possible correlation of two unit spins.

```lean
/-- Spin pair: `c > |K|` with unit diagonal of the inverse kernel holds exactly for
`c = (1 + √(1 + 4K²)) / 2`, and the off-diagonal entries of the inverse are then `K / c`. -/
theorem onsager_reaction_pair (K : ℝ) :
    (∀ c, (|K| < c ∧ ∀ i, (pairKernel c K)⁻¹ i i = 1) ↔ c = onsagerShift K) ∧
      (pairKernel (onsagerShift K) K)⁻¹
        = !![1, K / onsagerShift K; K / onsagerShift K, 1] := by
  obtain ⟨hJ, hdiag, hk⟩ := pairCoupling_witness K
  obtain ⟨h1, h2⟩ := onsager_reaction_general hJ hdiag
  refine ⟨fun c => by rw [hk c]; exact h1 c, ?_⟩
  rw [hk, h2]
  ext i j
  fin_cases i <;> fin_cases j <;> simp [pairCoupling, div_eq_inv_mul]
```

## (g) The condition \(c > |K|\) as stability

Show that the quadratic form of the pair kernel is positive on every nonzero real vector \(x = (x_0, x_1)\) if and only if \(|K| < c\).

The form is
\[ Q(x) = c\,(x_0^2 + x_1^2) - 2K x_0 x_1. \]
On the uniform vector \((1,1)\) it is \(2(c - K)\) and on the staggered vector \((1,-1)\) it is \(2(c + K)\); for the normalised modes \((1, \pm 1)/\sqrt 2\) the values are \(c \mp K\). Positivity of both is \(|K| < c\). Conversely,
\[ Q = (c - K)(x_0^2 + x_1^2) + K(x_0 - x_1)^2 = (c + K)(x_0^2 + x_1^2) - K(x_0 + x_1)^2. \]
For \(K \ge 0\) the first expression, and for \(K \le 0\) the second, is a positive term plus a non-negative one.

With \(x\) a small magnetisation pattern, \(Q/2\) is its quadratic free-energy cost in the linearised theory, so the inequality selects a stable unmagnetised state. In Lean `form` is the expansion, `h1` and `h2` in the forward direction test the unnormalised modes, and the two `nlinarith` calls receive the two terms of each decomposition.

Where an ordering temperature is estimated from computed exchange couplings as the point at which such a kernel loses positivity, the classical zero-field pair with one coupling shows how much depends on \(c\): with \(c = 1\) positivity ends at \(|K| = 1\), while by (a) the corrected kernel is positive for every \(K\).

```lean
/-- The quadratic form of the pair kernel is positive on all nonzero vectors exactly when
`c > |K|`. -/
theorem pairKernel_stable_iff (c K : ℝ) :
    (∀ x : Fin 2 → ℝ, x ≠ 0 → 0 < x ⬝ᵥ pairKernel c K *ᵥ x) ↔ |K| < c := by
  have form : ∀ x : Fin 2 → ℝ,
      x ⬝ᵥ pairKernel c K *ᵥ x = c * (x 0 ^ 2 + x 1 ^ 2) - 2 * K * (x 0 * x 1) := by
    intro x
    simp only [dotProduct, Matrix.mulVec, Fin.sum_univ_two]
    show x 0 * (c * x 0 + -K * x 1) + x 1 * (-K * x 0 + c * x 1) = _
    ring
  constructor
  · intro h
    -- test on the uniform and the staggered mode
    have h1 : 0 < c * (1 ^ 2 + 1 ^ 2) - 2 * K * (1 * 1) := by
      have := h ![1, 1] (fun e => one_ne_zero (congrFun e 0))
      rw [form] at this
      exact this
    have h2 : 0 < c * (1 ^ 2 + (-1) ^ 2) - 2 * K * (1 * (-1)) := by
      have := h ![1, -1] (fun e => one_ne_zero (congrFun e 0))
      rw [form] at this
      exact this
    exact abs_lt.mpr ⟨by linarith, by linarith⟩
  · intro h x hx
    obtain ⟨h1, h2⟩ := abs_lt.mp h
    have hpos : 0 < x 0 ^ 2 + x 1 ^ 2 := by
      by_contra hn
      have hn' := not_lt.mp hn
      have a0 : x 0 ^ 2 = 0 := le_antisymm (by linarith [sq_nonneg (x 1)]) (sq_nonneg _)
      have a1 : x 1 ^ 2 = 0 := le_antisymm (by linarith [sq_nonneg (x 0)]) (sq_nonneg _)
      apply hx
      ext i
      fin_cases i
      · exact (pow_eq_zero_iff two_ne_zero).mp a0
      · exact (pow_eq_zero_iff two_ne_zero).mp a1
    rw [form]
    rcases le_total 0 K with hK | hK
    · nlinarith [mul_pos (sub_pos.mpr h2) hpos, mul_nonneg hK (sq_nonneg (x 0 - x 1))]
    · nlinarith [mul_pos (sub_pos.mpr h1) hpos,
        mul_nonneg (neg_nonneg.mpr hK) (sq_nonneg (x 0 + x 1))]
```

## (h) Naive mean field exceeds the unit diagonal

Show that for \(c = 1\) and \(0 < |K| < 1\) both on-site susceptibilities of the pair are larger than one.

Here \(0 < K^2 < 1\), so (c) gives \(\chi_{ii} = 1/(1 - K^2)\) with a denominator strictly between \(0\) and \(1\). By (g) the range \(|K| < 1\) is where the naive kernel is stable. At \(K = 2/3\) the value is \(9/5\). At \(K = 0\) it is exactly one and at \(K = 2\) it is \(-1/3\), so each hypothesis excludes a failing case. After the rewrite with (c), `lt_div_iff₀` clears the denominator and leaves \(1 - K^2 < 1\).

```lean
/-- Naive mean field, `c = 1`: for `0 < |K| < 1` the on-site susceptibility of the pair
exceeds one. -/
theorem naive_mean_field_overshoots {K : ℝ} (hK : K ≠ 0) (h : |K| < 1) (i : Fin 2) :
    1 < (pairKernel 1 K)⁻¹ i i := by
  obtain ⟨hJ, hdiag, hk⟩ := pairCoupling_witness K
  have hlt : K ^ 2 < 1 ^ 2 := sq_lt_sq' (abs_lt.mp h).1 (abs_lt.mp h).2
  have hpos : 0 < K ^ 2 := by positivity
  rw [hk, mfKernel_inv_diag hJ hdiag hlt.ne', lt_div_iff₀ (sub_pos.mpr hlt)]
  nlinarith
```

## (i) Comparison with the exact Ising pair

Show that for \(K \ge 0\) the value \(K/c_0\) does not exceed the exact correlation.

Two configurations are parallel and two antiparallel, so the numerator of the Boltzmann average is \(2e^K - 2e^{-K} = 4\sinh K\), the denominator is \(2e^K + 2e^{-K} = 4\cosh K\), and the ratio is \(\tanh K\). The claim becomes \(K\cosh K \le c_0 \sinh K\). Using \(\cosh^2 K = \sinh^2 K + 1\), then \(K \le \sinh K\), then \(1 \le c_0\) and \(c_0^2 = c_0 + K^2\),
\[ K^2\cosh^2 K = K^2 \sinh^2 K + K^2 \le (K^2 + 1)\sinh^2 K \le (K^2 + c_0)\sinh^2 K = c_0^2 \sinh^2 K. \]
Both \(K \cosh K\) and \(c_0 \sinh K\) are non-negative, so the inequality passes to the square roots.

The statement is a one-sided, non-strict bound and gives no size for the gap; at \(K = 2/3\) it compares \(1/2\) with about \(0.58\). At \(K = -2/3\) both numbers change sign, \(-1/2\) lies above \(-0.58\), and the inequality fails. The two sums are `num` and `den`, the chain of squares is `hsq`, the root is taken in `hle`, and `div_le_div_iff₀` cross-multiplies the fractions.

```lean
/-- For ferromagnetic coupling `K ≥ 0` the reaction-corrected value `K / c` does not exceed
the exact correlation of the Ising pair. -/
theorem onsager_corr_le_ising {K : ℝ} (hK : 0 ≤ K) :
    K / onsagerShift K ≤ isingPairCorr K := by
  obtain ⟨hq, h1, -, -⟩ := onsagerShift_spec K
  have num : ∑ a, ∑ b, spin a * spin b * Real.exp (K * (spin a * spin b))
      = 4 * Real.sinh K := by
    rw [Real.sinh_eq]
    simp [spin, Fin.sum_univ_two]
    ring
  have den : ∑ a, ∑ b, Real.exp (K * (spin a * spin b)) = 4 * Real.cosh K := by
    rw [Real.cosh_eq]
    simp [spin, Fin.sum_univ_two]
    ring
  have hs : K ≤ Real.sinh K := Real.self_le_sinh_iff.mpr hK
  have hh : 0 < Real.cosh K := Real.cosh_pos K
  have hc2 : Real.cosh K ^ 2 = Real.sinh K ^ 2 + 1 := Real.cosh_sq K
  have hK2 : K ^ 2 ≤ Real.sinh K ^ 2 := pow_le_pow_left₀ hK hs 2
  -- (K cosh K)² = K² sinh² + K² ≤ K² sinh² + c sinh² = (c sinh K)²
  have hsq : (K * Real.cosh K) ^ 2 ≤ (Real.sinh K * onsagerShift K) ^ 2 := by
    have e : onsagerShift K ^ 2 = onsagerShift K + K ^ 2 := by linarith
    rw [mul_pow, mul_pow, hc2, e]
    nlinarith [mul_nonneg (sub_nonneg.mpr h1) (sq_nonneg (Real.sinh K))]
  have hle : K * Real.cosh K ≤ Real.sinh K * onsagerShift K :=
    (pow_le_pow_iff_left₀ (mul_nonneg hK hh.le)
      (mul_nonneg (hK.trans hs) (by linarith)) two_ne_zero).mp hsq
  unfold isingPairCorr
  rw [num, den, div_le_div_iff₀ (by linarith) (by linarith)]
  nlinarith

end

end OnsagerReaction
```

```lean
#print axioms OnsagerReaction.onsager_reaction_pair
#print axioms OnsagerReaction.pairKernel_stable_iff
#print axioms OnsagerReaction.naive_mean_field_overshoots
#print axioms OnsagerReaction.onsager_corr_le_ising
```

```
'OnsagerReaction.onsager_reaction_pair' depends on axioms: [propext, Classical.choice, Quot.sound]
'OnsagerReaction.pairKernel_stable_iff' depends on axioms: [propext, Classical.choice, Quot.sound]
'OnsagerReaction.naive_mean_field_overshoots' depends on axioms: [propext, Classical.choice, Quot.sound]
'OnsagerReaction.onsager_corr_le_ising' depends on axioms: [propext, Classical.choice, Quot.sound]
```
